# Below all levels, a positively weighted sum over states has its effective energy between the lowest level and the mean

## Two levels of equal weight

Take two levels $M-\Delta$ and $M+\Delta$ with $\Delta>0$, each of weight 1, and a frequency $\omega$ below both. With $x=M-\omega>\Delta$, the sum over states is

$$\frac{1}{x-\Delta}+\frac{1}{x+\Delta}=\frac{2x}{x^2-\Delta^2}.$$

Now ask for one level $\delta$ that carries the whole weight 2 and gives the same value, $2/(\delta-\omega)$. This requires $\delta-\omega=(x^2-\Delta^2)/x$, hence

$$\delta=M-\frac{\Delta^2}{M-\omega}.$$

The effective level lies below the mean, because the nearer level counts for more in the sum. It stays above $M-\Delta$, because $\Delta^2/x<\Delta$. It falls as $\omega$ rises, and $\omega(\delta-M)\to\Delta^2$ as $\omega\to-\infty$, where $\Delta^2$ is the variance of the two levels. For any nonempty finite set of levels and any positive weights, the effective level still lies between the lowest level and the weighted mean, it never rises as $\omega$ is raised below the levels, and the limit is still the weighted variance. If all levels coincide, it equals their common value at every such $\omega$.

## Sums over empty states in GW

GW calculations in sum-over-states form contain sums over empty states that often converge slowly with the number of bands. If a single effective energy replaces the level in every denominator, the remaining sum of weights can be obtained from completeness and the occupied states. The results below constrain that effective energy for a finite set of levels with fixed positive weights and a real frequency below every level. They concern the exact $\delta(\omega)$, which is defined through the full sum.

## Definitions and claims

Let $m$ run over a nonempty finite set, with weights $w_m>0$ and levels $e_m$. Define

$$W=\sum_m w_m,\quad S(\omega)=\sum_m\frac{w_m}{e_m-\omega},\quad \delta(\omega)=\omega+\frac{W}{S(\omega)},$$

$$M=\frac1W\sum_m w_m e_m,\quad V=\frac1W\sum_m w_m(e_m-M)^2.$$

In Lean these are `totalWeight`, `spectralSum`, `effEnergy`, `meanEnergy` and `energyVariance`. The index set is the finite type `ι`, and `w` and `e` are real functions on it. The weights need not sum to 1; the mean and variance are divided by $W$. All energies, $\omega$ included, share one unit.

The hypothesis `hw` says that every weight is positive, as for squared moduli of matrix elements that don't vanish. The hypothesis `he` says that $\omega$ lies below every level, so that no denominator vanishes or changes sign. Under these two hypotheses:

- `closure_iff`: $\delta(\omega)$ is the only energy $d>\omega$ with $S(\omega)=W/(d-\omega)$.
- `effEnergy_bounds`: $\min_m e_m\le\delta(\omega)\le M$. The minimum is written `Finset.univ.inf' Finset.univ_nonempty e`.
- `effEnergy_eq_mean_iff`: $\delta(\omega)=M$ exactly when all levels coincide.
- `effEnergy_antitone`: if $\omega_1\le\omega_2$ and $\omega_2$ is below every level, then $\delta(\omega_2)\le\delta(\omega_1)$.

Finally, `tendsto_variance` states that $\omega(\delta(\omega)-M)\to V$ as $\omega\to-\infty$. It needs only `hw`, since $\omega$ eventually passes below any finite set of levels.

Continuous spectra, frequencies at or above the lowest level, frequency-dependent weights and off-diagonal products of matrix elements, which can be negative or complex, are not covered.

## One identity for every trial energy

Since $W$ and $S$ are positive, $S=W/(d-\omega)$ with $d>\omega$ is equivalent to $d=\omega+W/S$. This is the uniqueness claim, and it gives $(\delta-\omega)S=W$.

For any trial energy $d$,

$$\frac{d-e_m}{e_m-\omega}=\frac{d-\omega}{e_m-\omega}-1.$$

Multiplying by $w_m$ and summing gives $(d-\omega)S-W$, so

$$(d-\delta)S=\sum_m w_m\frac{d-e_m}{e_m-\omega}.\tag{1}$$

Set $d=M$ and multiply by $M-\omega=(M-e_m)+(e_m-\omega)$. Each term splits into $w_m(M-e_m)^2/(e_m-\omega)$ and $w_m(M-e_m)$. The second parts sum to zero by the definition of $M$, which leaves

$$(M-\omega)(M-\delta)S=\sum_m w_m\frac{(e_m-M)^2}{e_m-\omega}.\tag{2}$$

## Bounds, equality and monotonicity

**Lower bound.** Put $d=\min_m e_m$ in (1). No term on the right is positive, and $S>0$, so $d\le\delta$.

**Upper bound.** The right side of (2) is nonnegative. Also $M-\omega=\frac1W\sum_m w_m(e_m-\omega)>0$. Hence $\delta\le M$.

**Equality.** If $\delta=M$, the nonnegative terms in (2) sum to zero, so each vanishes and every $e_m$ equals $M$. Conversely, if all levels coincide, the minimum equals $M$ and the two bounds force $\delta=M$.

**Monotonicity.** Let $d=\delta(\omega_1)$. By the lower bound, $d\ge\min_m e_m>\omega_2$. A common denominator gives

$$\frac{d-e_m}{e_m-\omega_2}-\frac{d-\omega_1}{d-\omega_2}\,\frac{d-e_m}{e_m-\omega_1}
=\frac{(d-e_m)^2(\omega_2-\omega_1)}{(d-\omega_2)(e_m-\omega_1)(e_m-\omega_2)}\ge0.$$

Multiply by $w_m$ and sum. By (1) at $\omega_1$ the subtracted sum is zero, and by (1) at $\omega_2$ the other is $(d-\delta(\omega_2))S(\omega_2)$. This is therefore nonnegative, and $\delta(\omega_2)\le d$.

## The variance in the remote limit

For $\omega$ below all levels, (2) can be rearranged to

$$\omega(\delta-M)=\frac{\sum_m w_m(e_m-M)^2\,\dfrac{-\omega}{e_m-\omega}}{\sum_m w_m\,\dfrac{M-\omega}{e_m-\omega}}.$$

For fixed $a$ and $b$,

$$\frac{a-\omega}{b-\omega}=1+\frac{a-b}{b-\omega}\to1.$$

The numerator therefore tends to $WV$ and the denominator to $W$, so the quotient tends to $V$.

## A frequency between the levels

Suppose $\omega$ is allowed to lie above one of the levels. Take levels 0 and 3 with unit weights and $\omega=1$. Then $S=-1+\tfrac12=-\tfrac12$ and $\delta=1+2/(-\tfrac12)=-3$. The effective energy has dropped below the lowest level, and below $\omega$ as well.

## The Lean file

```lean
import Mathlib

open Filter Topology

namespace EffectiveEnergy

noncomputable section

variable {ι : Type*} [Fintype ι] {w e : ι → ℝ} {ω : ℝ}

/-- The total weight `W`, the sum of all `w_m`. -/
def totalWeight (w : ι → ℝ) : ℝ := ∑ m, w m

/-- The sum over states `∑ w_m / (e_m - ω)`, for `ω` different from every level. -/
def spectralSum (w e : ι → ℝ) (ω : ℝ) : ℝ := ∑ m, w m / (e m - ω)

/-- The effective energy `δ(ω) = ω + W / ∑ w_m / (e_m - ω)`, for positive weights and
`ω` below every level. -/
def effEnergy (w e : ι → ℝ) (ω : ℝ) : ℝ := ω + totalWeight w / spectralSum w e ω

/-- The weighted mean `M` of the levels, for nonzero total weight. -/
def meanEnergy (w e : ι → ℝ) : ℝ := (∑ m, w m * e m) / totalWeight w

/-- The weighted variance of the levels, for nonzero total weight. -/
def energyVariance (w e : ι → ℝ) : ℝ :=
  (∑ m, w m * (e m - meanEnergy w e) ^ 2) / totalWeight w

/-- Positive weights have a positive total. -/
theorem totalWeight_pos [Nonempty ι] (hw : ∀ m, 0 < w m) : 0 < totalWeight w :=
  Finset.sum_pos (fun m _ => hw m) Finset.univ_nonempty

/-- Below all levels the sum over states is positive. -/
theorem spectralSum_pos [Nonempty ι] (hw : ∀ m, 0 < w m) (he : ∀ m, ω < e m) :
    0 < spectralSum w e ω :=
  Finset.sum_pos (fun m _ => div_pos (hw m) (sub_pos.2 (he m))) Finset.univ_nonempty

/-- The effective energy is the only energy above `ω` at which a single level carrying
the whole weight reproduces the sum over states. -/
theorem closure_iff [Nonempty ι] (hw : ∀ m, 0 < w m) (he : ∀ m, ω < e m) (d : ℝ) :
    (ω < d ∧ spectralSum w e ω = totalWeight w / (d - ω)) ↔ d = effEnergy w e ω := by
  have hS := spectralSum_pos hw he
  have hp := div_pos (totalWeight_pos hw) hS
  constructor
  · rintro ⟨hd, h⟩
    have h1 : spectralSum w e ω * (d - ω) = totalWeight w :=
      (eq_div_iff (sub_pos.2 hd).ne').1 h
    have h2 : totalWeight w / spectralSum w e ω = d - ω := by
      rw [div_eq_iff hS.ne']
      linear_combination -h1
    unfold effEnergy
    linarith
  · intro h
    have hx : d - ω = totalWeight w / spectralSum w e ω := by
      rw [h]
      unfold effEnergy
      ring
    refine ⟨by linarith, ?_⟩
    rw [eq_div_iff (by rw [hx]; exact hp.ne'), hx, mul_comm]
    exact div_mul_cancel₀ _ hS.ne'

/-- For any trial energy `d`, the signed difference `d - δ(ω)`, times the sum over states, is the
weighted sum of `(d - e_m) / (e_m - ω)`. -/
theorem trial_gap [Nonempty ι] (hw : ∀ m, 0 < w m) (he : ∀ m, ω < e m) (d : ℝ) :
    (d - effEnergy w e ω) * spectralSum w e ω
      = ∑ m, w m * (d - e m) / (e m - ω) := by
  have hS := spectralSum_pos hw he
  have hδ : (effEnergy w e ω - ω) * spectralSum w e ω = totalWeight w := by
    unfold effEnergy
    rw [add_sub_cancel_left]
    exact div_mul_cancel₀ _ hS.ne'
  have hs : ∑ m, w m * (d - e m) / (e m - ω)
      = (d - ω) * spectralSum w e ω - totalWeight w := by
    unfold spectralSum totalWeight
    rw [Finset.mul_sum, ← Finset.sum_sub_distrib]
    refine Finset.sum_congr rfl fun m _ => ?_
    have hc := mul_inv_cancel₀ (sub_pos.2 (he m)).ne'
    linear_combination (-w m) * hc
  rw [hs]
  linear_combination -hδ

/-- The difference `M - δ(ω)`, times `M - ω` and the sum over states, is the weighted sum of `(e_m -
M)^2 / (e_m - ω)`. -/
theorem mean_gap [Nonempty ι] (hw : ∀ m, 0 < w m) (he : ∀ m, ω < e m) :
    (meanEnergy w e - ω) * ((meanEnergy w e - effEnergy w e ω) * spectralSum w e ω)
      = ∑ m, w m * (e m - meanEnergy w e) ^ 2 / (e m - ω) := by
  have hM : meanEnergy w e * totalWeight w = ∑ m, w m * e m :=
    div_mul_cancel₀ _ (totalWeight_pos hw).ne'
  -- the first moment about the mean vanishes
  have h0 : ∑ m, w m * (meanEnergy w e - e m) = 0 := by
    calc ∑ m, w m * (meanEnergy w e - e m)
        = meanEnergy w e * ∑ m, w m - ∑ m, w m * e m := by
          rw [Finset.mul_sum, ← Finset.sum_sub_distrib]
          exact Finset.sum_congr rfl fun m _ => by ring
      _ = 0 := sub_eq_zero.2 hM
  rw [trial_gap hw he, Finset.mul_sum]
  calc ∑ m, (meanEnergy w e - ω) * (w m * (meanEnergy w e - e m) / (e m - ω))
      = ∑ m, (w m * (e m - meanEnergy w e) ^ 2 / (e m - ω)
          + w m * (meanEnergy w e - e m)) := by
        refine Finset.sum_congr rfl fun m _ => ?_
        have hc := mul_inv_cancel₀ (sub_pos.2 (he m)).ne'
        linear_combination (w m * (meanEnergy w e - e m)) * hc
    _ = _ := by rw [Finset.sum_add_distrib, h0, add_zero]

/-- The effective energy lies between the lowest level and the weighted mean. -/
theorem effEnergy_bounds [Nonempty ι] (hw : ∀ m, 0 < w m) (he : ∀ m, ω < e m) :
    Finset.univ.inf' Finset.univ_nonempty e ≤ effEnergy w e ω ∧
      effEnergy w e ω ≤ meanEnergy w e := by
  have hS := spectralSum_pos hw he
  constructor
  · -- take the lowest level as trial energy
    have h := trial_gap hw he (Finset.univ.inf' Finset.univ_nonempty e)
    have hn : ∑ m, w m * (Finset.univ.inf' Finset.univ_nonempty e - e m) / (e m - ω)
        ≤ 0 := by
      refine Finset.sum_nonpos fun m _ => ?_
      have hm := Finset.inf'_le e (Finset.mem_univ m)
      exact div_nonpos_of_nonpos_of_nonneg
        (mul_nonpos_of_nonneg_of_nonpos (hw m).le (sub_nonpos.2 hm))
        (sub_pos.2 (he m)).le
    by_contra hc
    have := mul_pos (sub_pos.2 (not_le.1 hc)) hS
    linarith
  · have hM : ω < meanEnergy w e := by
      unfold meanEnergy
      rw [lt_div_iff₀ (totalWeight_pos hw)]
      unfold totalWeight
      rw [Finset.mul_sum]
      exact Finset.sum_lt_sum_of_nonempty Finset.univ_nonempty fun m _ => by
        nlinarith [mul_pos (hw m) (sub_pos.2 (he m))]
    have hn : 0 ≤ ∑ m, w m * (e m - meanEnergy w e) ^ 2 / (e m - ω) :=
      Finset.sum_nonneg fun m _ =>
        div_nonneg (mul_nonneg (hw m).le (sq_nonneg _)) (sub_pos.2 (he m)).le
    rw [← mean_gap hw he] at hn
    by_contra hc
    have h1 := mul_pos (sub_pos.2 hM) (mul_pos (sub_pos.2 (not_le.1 hc)) hS)
    linarith

/-- The effective energy equals the weighted mean exactly when all levels coincide. -/
theorem effEnergy_eq_mean_iff [Nonempty ι] (hw : ∀ m, 0 < w m) (he : ∀ m, ω < e m) :
    effEnergy w e ω = meanEnergy w e ↔ ∀ m n, e m = e n := by
  constructor
  · intro h
    have hg := mean_gap hw he
    rw [h, sub_self, zero_mul, mul_zero] at hg
    have hz := (Finset.sum_eq_zero_iff_of_nonneg fun m _ =>
      div_nonneg (mul_nonneg (hw m).le (sq_nonneg _)) (sub_pos.2 (he m)).le).1 hg.symm
    have hm : ∀ m, e m = meanEnergy w e := fun m => by
      have h1 := (div_eq_zero_iff.1 (hz m (Finset.mem_univ m))).resolve_right
        (sub_pos.2 (he m)).ne'
      have h2 := (mul_eq_zero.1 h1).resolve_left (hw m).ne'
      exact sub_eq_zero.1 (pow_eq_zero_iff two_ne_zero |>.1 h2)
    exact fun m n => (hm m).trans (hm n).symm
  · intro h
    obtain ⟨k⟩ := ‹Nonempty ι›
    have : Nonempty ι := ⟨k⟩
    have hM : meanEnergy w e = e k := by
      unfold meanEnergy
      rw [div_eq_iff (totalWeight_pos hw).ne']
      unfold totalWeight
      rw [Finset.mul_sum]
      exact Finset.sum_congr rfl fun m _ => by rw [h m k, mul_comm]
    have hk : e k ≤ Finset.univ.inf' Finset.univ_nonempty e :=
      Finset.le_inf' _ _ fun m _ => (h k m).le
    have hb := effEnergy_bounds hw he
    exact le_antisymm hb.2 (hM.le.trans (hk.trans hb.1))

/-- The effective energy does not increase when the frequency is raised below the levels. -/
theorem effEnergy_antitone [Nonempty ι] {ω₁ ω₂ : ℝ} (hw : ∀ m, 0 < w m)
    (h12 : ω₁ ≤ ω₂) (he : ∀ m, ω₂ < e m) : effEnergy w e ω₂ ≤ effEnergy w e ω₁ := by
  have he1 : ∀ m, ω₁ < e m := fun m => h12.trans_lt (he m)
  have hd : ω₂ < effEnergy w e ω₁ :=
    ((Finset.lt_inf'_iff _).2 fun m _ => he m).trans_le (effEnergy_bounds hw he1).1
  have h1 := trial_gap hw he1 (effEnergy w e ω₁)
  have h2 := trial_gap hw he (effEnergy w e ω₁)
  rw [sub_self, zero_mul] at h1
  generalize effEnergy w e ω₁ = d at *
  -- compare the two balance sums term by term
  have hle : ∑ m, (d - ω₁) / (d - ω₂) * (w m * (d - e m) / (e m - ω₁))
      ≤ ∑ m, w m * (d - e m) / (e m - ω₂) := by
    refine Finset.sum_le_sum fun m _ => ?_
    have p1 := sub_pos.2 (he1 m)
    have p2 := sub_pos.2 (he m)
    have p3 := sub_pos.2 hd
    rw [div_mul_div_comm, div_le_div_iff₀ (mul_pos p3 p1) p2]
    have hq := mul_nonneg (mul_nonneg (hw m).le (sq_nonneg (d - e m))) (sub_nonneg.2 h12)
    linarith
  rw [← Finset.mul_sum, ← h1, mul_zero, ← h2] at hle
  by_contra hc
  have := mul_pos (sub_pos.2 (not_le.1 hc)) (spectralSum_pos hw he)
  linarith

/-- As `ω → -∞`, the product `ω (δ(ω) - M)` tends to the weighted variance of the levels. -/
theorem tendsto_variance [Nonempty ι] (hw : ∀ m, 0 < w m) :
    Tendsto (fun ω => ω * (effEnergy w e ω - meanEnergy w e)) atBot
      (𝓝 (energyVariance w e)) := by
  -- ratios of distances to a remote frequency tend to one
  have ratio : ∀ a b : ℝ, Tendsto (fun ω : ℝ => (a - ω) / (b - ω)) atBot (𝓝 1) := by
    intro a b
    have ht : Tendsto (fun ω : ℝ => b - ω) atBot atTop := by
      simpa only [sub_eq_add_neg] using
        tendsto_atTop_add_const_left atBot b tendsto_neg_atBot_atTop
    have h0 : Tendsto (fun ω : ℝ => 1 + (a - b) / (b - ω)) atBot (𝓝 (1 + 0)) :=
      tendsto_const_nhds.add (tendsto_const_nhds.div_atTop ht)
    rw [add_zero] at h0
    refine h0.congr' ?_
    filter_upwards [eventually_lt_atBot b] with ω hω
    have hc := mul_inv_cancel₀ (sub_pos.2 hω).ne'
    linear_combination -hc
  have hN : Tendsto (fun ω => ∑ m, w m * (e m - meanEnergy w e) ^ 2 *
      ((0 - ω) / (e m - ω))) atBot (𝓝 (∑ m, w m * (e m - meanEnergy w e) ^ 2 * 1)) :=
    tendsto_finsetSum _ fun m _ => (ratio 0 (e m)).const_mul _
  have hD : Tendsto (fun ω => ∑ m, w m * ((meanEnergy w e - ω) / (e m - ω))) atBot
      (𝓝 (∑ m, w m * 1)) :=
    tendsto_finsetSum _ fun m _ => (ratio (meanEnergy w e) (e m)).const_mul _
  simp only [mul_one] at hN hD
  refine Tendsto.congr' ?_ (hN.div hD (totalWeight_pos hw).ne')
  filter_upwards [eventually_all.2 fun m => eventually_lt_atBot (e m),
    eventually_lt_atBot (meanEnergy w e)] with ω he hM
  have hNe : ∑ m, w m * (e m - meanEnergy w e) ^ 2 * ((0 - ω) / (e m - ω))
      = -ω * ∑ m, w m * (e m - meanEnergy w e) ^ 2 / (e m - ω) := by
    rw [Finset.mul_sum]
    exact Finset.sum_congr rfl fun m _ => by ring
  have hDe : ∑ m, w m * ((meanEnergy w e - ω) / (e m - ω))
      = (meanEnergy w e - ω) * spectralSum w e ω := by
    unfold spectralSum
    rw [Finset.mul_sum]
    exact Finset.sum_congr rfl fun m _ => by ring
  change (∑ m, w m * (e m - meanEnergy w e) ^ 2 * ((0 - ω) / (e m - ω))) /
    (∑ m, w m * ((meanEnergy w e - ω) / (e m - ω))) = _
  rw [hNe, hDe, div_eq_iff (mul_pos (sub_pos.2 hM) (spectralSum_pos hw he)).ne']
  linear_combination ω * mean_gap hw he

end

end EffectiveEnergy
```

```lean
#print axioms EffectiveEnergy.closure_iff
#print axioms EffectiveEnergy.effEnergy_eq_mean_iff
#print axioms EffectiveEnergy.effEnergy_antitone
#print axioms EffectiveEnergy.tendsto_variance
```

```
'EffectiveEnergy.closure_iff' depends on axioms: [propext, Classical.choice, Quot.sound]
'EffectiveEnergy.effEnergy_eq_mean_iff' depends on axioms: [propext, Classical.choice, Quot.sound]
'EffectiveEnergy.effEnergy_antitone' depends on axioms: [propext, Classical.choice, Quot.sound]
'EffectiveEnergy.tendsto_variance' depends on axioms: [propext, Classical.choice, Quot.sound]
```

## How the proof follows the algebra

`totalWeight_pos` and `spectralSum_pos` provide the signs of $W$ and $S$ used in the later proofs; the sign of each $e_m-\omega$ comes from `he`. `closure_iff` proves the two directions separately by clearing denominators.

`trial_gap` is identity (1). Its intermediate fact `hδ` is $(\delta-\omega)S=W$, and `hs` evaluates the weighted sum. The termwise step uses `hc`, which says that $e_m-\omega$ times its inverse is 1; `linear_combination` then reduces the fraction identity to polynomial algebra. `mean_gap` is identity (2), with `h0` recording that the first moment about the mean vanishes.

In `effEnergy_bounds`, `hn` gives the sign of the relevant sum in each half. Each bound is then reached by contradiction: if it failed, a product of positive factors would have the wrong sign. `effEnergy_eq_mean_iff` extracts the vanishing of each term with `Finset.sum_eq_zero_iff_of_nonneg`, and obtains the converse by squeezing $\delta$ between the bounds.

`effEnergy_antitone` applies `trial_gap` twice to the same trial energy, once at each frequency. The `generalize` step names that energy `d`, and `hle` is the termwise comparison. The square from the derivation appears there as `hq`.

In `tendsto_variance`, `ratio` is the limit of $(a-\omega)/(b-\omega)$, while `hN` and `hD` are the limits of numerator and denominator. The factor $-\omega$ is written `0 - ω` so that `ratio` applies with $a=0$. `Tendsto.congr'` allows the quotient to be replaced by $\omega(\delta-M)$ once they agree for all sufficiently negative $\omega$, and `mean_gap` supplies that agreement.
